# A Stoner paramagnet with two flat levels can be stable against any one spin flip and still lie above the fully polarised state

A: Take two flat levels, each containing $n$ orbitals, separated by $g>0$, with the lower one filled for both spins. Keep the levels fixed and let exchange lower the energy by $I(N_\uparrow-N_\downarrow)^2/4$, where $N_\uparrow$ and $N_\downarrow$ are the total numbers of spin-up and spin-down electrons. If the Stoner parameter $I$, defined in this way for the whole system, satisfies $g/n<I<g$, every state with one net spin flip lies above this spin-unpolarised state (which is all that "paramagnet" means here), yet flipping all $n$ spin-down electrons lowers the energy. If instead $nI\le g$, no state with the same number of electrons lies lower, and this half holds for any spectrum with a gap of at least $g$ above $n$ orbitals filled for both spins.

Q: "Stoner" suggests a metal and the criterion involving the density of states at the Fermi level. Is that what you have?

A: No. This is a gapped, discrete spectrum, and the question is how many flips are needed before exchange beats promotion. What it shares with Stoner's model is the energy. Let $U$ and $D$ be the finite sets of occupied spin-up and spin-down orbitals, and $\varepsilon_i$ the level energies. Then
$$E(U,D)=\sum_{i\in U}\varepsilon_i+\sum_{i\in D}\varepsilon_i-\frac I4\,(|U|-|D|)^2 .$$

In Lean 4 with Mathlib:

```lean
import Mathlib

open Finset

namespace StonerMetastability

noncomputable section

variable {ι : Type*}

/-- Stoner energy of the state with spin-up orbitals `U` and spin-down orbitals `D` occupied:
the sum of the occupied levels minus `I/4` times the squared spin imbalance. -/
def stonerEnergy (ε : ι → ℝ) (I : ℝ) (U D : Finset ι) : ℝ :=
  ∑ i ∈ U, ε i + ∑ i ∈ D, ε i - I / 4 * ((U.card : ℝ) - D.card) ^ 2
```

Here `ι` labels the orbitals, and a `Finset` contains each label at most once, which is the Pauli principle within one spin channel.

Q: Why the factor $1/4$, and what does $I$ stand for?

A: Starting from $n$ electrons of each spin, $k$ flips give $|U|-|D|=2k$, so the gain is $Ik^2$. The same flips increase the number of parallel-spin pairs by
$$\binom{n+k}{2}+\binom{n-k}{2}-2\binom n2=k^2 ,$$
so $I$ is the exchange energy gained per parallel pair, taken to be the same for all orbitals. It belongs to the whole finite system. If your convention is $-I_{\rm at}m^2/4$ per atom, with $m$ the spin imbalance per atom, then $I=I_{\rm at}/N_{\rm at}$ for $N_{\rm at}$ atoms.

Q: And the gap?

A: Every orbital outside the filled set $F$ lies at least $g$ above every orbital inside it. The paramagnet is the state `F F`, and $n$ is `F.card`.

```lean
/-- Every level outside the filled set `F` lies at least `g` above every level in `F`. -/
def HasGap (ε : ι → ℝ) (g : ℝ) (F : Finset ι) : Prop :=
  ∀ i ∈ F, ∀ a ∉ F, ε i + g ≤ ε a
```

Q: A flipped electron may land anywhere, and others may be promoted as well. How do you bound all of that?

A: One spin channel at a time. Let $\mu$ be a reference energy with $\varepsilon_i\le\mu$ in $F$ and $\varepsilon_a\ge\mu+g$ outside. If a channel occupies $S$ instead of $F$, the common orbitals cancel:
$$\sum_S\varepsilon-\sum_F\varepsilon=\sum_{S\setminus F}\varepsilon-\sum_{F\setminus S}\varepsilon\ \ge\ (\mu+g)\,|S\setminus F|-\mu\,|F\setminus S| .$$
Since $|S\setminus F|-|F\setminus S|=|S|-|F|$, the right-hand side equals $\mu(|S|-|F|)+g\,|S\setminus F|$.

```lean
/-- Promotion cost in one spin channel: if the levels of `F` lie at or below `μ` and all others
at or above `μ + g`, then occupying `S` instead of `F` costs at least `μ` per added electron
plus `g` per electron outside `F`. -/
theorem promotion_cost [DecidableEq ι] {ε : ι → ℝ} {μ g : ℝ} {F : Finset ι}
    (hlo : ∀ i ∈ F, ε i ≤ μ) (hhi : ∀ a ∉ F, μ + g ≤ ε a) (S : Finset ι) :
    μ * ((S.card : ℝ) - F.card) + g * ((S \ F).card : ℝ) ≤
      ∑ i ∈ S, ε i - ∑ i ∈ F, ε i := by
  -- orbitals common to `S` and `F` cancel
  have key : ∀ f : ι → ℝ,
      ∑ i ∈ S, f i - ∑ i ∈ F, f i = ∑ i ∈ S \ F, f i - ∑ i ∈ F \ S, f i := by
    intro f
    have a := Finset.sum_sdiff (f := f) (Finset.inter_subset_left : S ∩ F ⊆ S)
    have b := Finset.sum_sdiff (f := f) (Finset.inter_subset_right : S ∩ F ⊆ F)
    have ea : S \ (S ∩ F) = S \ F := by
      ext x
      simp only [Finset.mem_sdiff, Finset.mem_inter]
      tauto
    have eb : F \ (S ∩ F) = F \ S := by
      ext x
      simp only [Finset.mem_sdiff, Finset.mem_inter]
      tauto
    rw [ea] at a
    rw [eb] at b
    linarith
  have hc := key (fun _ => 1)
  simp only [Finset.sum_const, nsmul_eq_mul, mul_one] at hc
  have h1 := Finset.card_nsmul_le_sum (S \ F) ε (μ + g)
    (fun x hx => hhi x (Finset.mem_sdiff.mp hx).2)
  have h2 := Finset.sum_le_card_nsmul (F \ S) ε μ
    (fun x hx => hlo x (Finset.mem_sdiff.mp hx).1)
  rw [nsmul_eq_mul] at h1 h2
  rw [key ε, hc]
  nlinarith [h1, h2]
```

In the proof, `key` is the cancellation. Applied to the constant function 1, it also gives the identity between the cardinalities. `h1` and `h2` bound the two remaining sums, and `nlinarith` combines them.

Q: The result still contains $\mu$, which has no business in a flip energy.

A: It disappears when the channels are added. With $|U|=n+k$ and $|D|=n-k$, the two reference terms are $+\mu k$ and $-\mu k$. What remains is $g(|U\setminus F|+|D\setminus F|)$. At least $k$ spin-up electrons must sit outside $F$, because $|U\setminus F|\ge|U|-|F|=k$, so for $g\ge0$ the promotion cost is at least $gk$. Subtracting the exchange gain gives
$$E(U,D)-E(F,F)\ \ge\ gk-Ik^2 .$$

```lean
/-- With a gap `g ≥ 0` above the doubly filled set `F`, any state reached by `k` net flips from down
to up has an energy at least `g k - I k²` above the paramagnet. -/
theorem flip_energy_bound {ε : ι → ℝ} {g : ℝ} {F U D : Finset ι} {k : ℕ} (I : ℝ)
    (hgap : HasGap ε g F) (hg : 0 ≤ g)
    (hU : U.card = F.card + k) (hD : D.card + k = F.card) :
    g * k - I * (k : ℝ) ^ 2 ≤ stonerEnergy ε I U D - stonerEnergy ε I F F := by
  classical
  rcases F.eq_empty_or_nonempty with rfl | hF
  · rw [Finset.card_empty] at hU hD
    have hk : k = 0 := by omega
    have hU0 : U = ∅ := Finset.card_eq_zero.mp (by omega)
    have hD0 : D = ∅ := Finset.card_eq_zero.mp (by omega)
    simp [hk, hU0, hD0]
  · -- the highest filled level serves as reference for both spins
    obtain ⟨m, hm, hmax⟩ := F.exists_max_image ε hF
    have hu := promotion_cost hmax (hgap m hm) U
    have hd := promotion_cost hmax (hgap m hm) D
    have hkU : k ≤ (U \ F).card := by
      have := Finset.le_card_sdiff F U
      omega
    have ha : (k : ℝ) ≤ ((U \ F).card : ℝ) := by exact_mod_cast hkU
    have hU' : (U.card : ℝ) = F.card + k := by exact_mod_cast hU
    have hD' : (D.card : ℝ) = F.card - k := by
      have : (D.card : ℝ) + k = F.card := by exact_mod_cast hD
      linarith
    rw [hU'] at hu
    rw [hD'] at hd
    have hg1 := mul_le_mul_of_nonneg_left ha hg
    have hg2 : 0 ≤ g * ((D \ F).card : ℝ) := by positivity
    unfold stonerEnergy
    rw [hU', hD']
    nlinarith [hu, hd, hg1, hg2]
```

The proof takes $\mu$ to be the highest filled level, found by `exists_max_image`. An empty $F$ has no highest level, so it is treated first; there $k=0$ and both states are empty. The hypotheses `hU` and `hD` fix only the electron numbers, so extra promotions within a channel are included, and `hD` forces $k\le n$.

Q: Then stability for $nI\le g$ should follow by factoring.

A: Yes: $gk-Ik^2=k(g-Ik)$. If $I\le0$, then $Ik\le0\le g$. If $I>0$, then $Ik\le In\le g$. Either way the bound is nonnegative.

```lean
/-- If `n` levels per spin are filled below a gap `g ≥ 0` and `n I ≤ g`, no state with the same
number of electrons has a lower Stoner energy than the paramagnet. -/
theorem paramagnet_stable {ε : ι → ℝ} {g I : ℝ} {F : Finset ι}
    (hgap : HasGap ε g F) (hg : 0 ≤ g) (hI : (F.card : ℝ) * I ≤ g)
    (U D : Finset ι) (hN : U.card + D.card = 2 * F.card) :
    stonerEnergy ε I F F ≤ stonerEnergy ε I U D := by
  have key : ∀ A B : Finset ι, A.card + B.card = 2 * F.card → B.card ≤ A.card →
      stonerEnergy ε I F F ≤ stonerEnergy ε I A B := by
    intro A B hAB hle
    obtain ⟨k, hk⟩ : ∃ k, A.card = F.card + k := ⟨A.card - F.card, by omega⟩
    have b := flip_energy_bound (D := B) I hgap hg hk (by omega)
    have hkn : (k : ℝ) ≤ F.card := by
      have : k ≤ F.card := by omega
      exact_mod_cast this
    have hk0 : (0 : ℝ) ≤ k := Nat.cast_nonneg k
    -- the gain per flip, `I k`, never exceeds the gap
    have hIk : I * k ≤ g := by
      rcases le_total I 0 with h | h
      · exact (mul_nonpos_of_nonpos_of_nonneg h hk0).trans hg
      · have := mul_le_mul_of_nonneg_left hkn h
        linarith
    nlinarith [mul_nonneg hk0 (sub_nonneg.2 hIk)]
  rcases le_total D.card U.card with h | h
  · exact key U D hN h
  · -- the energy is unchanged when the two spins are exchanged
    have hs : stonerEnergy ε I U D = stonerEnergy ε I D U := by
      unfold stonerEnergy
      ring
    rw [hs]
    exact key D U (by omega) h
```

The hypothesis `hN` fixes only the total electron number. The inner `key` treats states with at least as many up as down electrons, setting $k=|U|-n$. The others follow from `hs`, which says that exchanging the two spins leaves the energy unchanged.

Q: And a single flip?

A: Put $k=1$. The energy rises by at least $g-I$, which is positive when $I<g$, whatever $n$ is.

```lean
/-- With a gap `g ≥ 0` and `I < g`, every state with one net flip from down to up lies strictly
above the paramagnet. -/
theorem single_flip_raises {ε : ι → ℝ} {g I : ℝ} {F U D : Finset ι}
    (hgap : HasGap ε g F) (hg : 0 ≤ g) (hI : I < g)
    (hU : U.card = F.card + 1) (hD : D.card + 1 = F.card) :
    stonerEnergy ε I F F < stonerEnergy ε I U D := by
  have b := flip_energy_bound I hgap hg hU hD
  norm_num at b
  linarith
```

The theorem is written for a flip from down to up; the spin symmetry gives the opposite direction the same energies.

Q: So far these are lower bounds. To show that $n$ flips win, you need an actual energy.

A: That is where the flat levels enter. The orbital labels are two copies of `Fin n`, the first at energy $0$ and the second at $g$. The paramagnet fills the first copy for both spins.

```lean
/-- Two flat `n`-fold levels, at energies `0` and `g`. -/
def flatLevels (n : ℕ) (g : ℝ) : Fin n ⊕ Fin n → ℝ :=
  Sum.elim (fun _ => 0) (fun _ => g)

/-- The set of the `n` orbitals of the first flat level. -/
def lowerShell (n : ℕ) : Finset (Fin n ⊕ Fin n) :=
  (Finset.univ : Finset (Fin n)).disjSum ∅

/-- The two flat levels have the gap `g` above the lower shell. -/
theorem flat_hasGap (n : ℕ) (g : ℝ) : HasGap (flatLevels n g) g (lowerShell n) := by
  intro i hi a ha
  rcases i with i | i <;> rcases a with a | a <;>
    simp [lowerShell, flatLevels] at hi ha ⊢
```

The last of these checks the gap condition by cases: for a filled orbital and an empty one it reads $0+g\le g$.

Now choose a set $K$ of $k$ lower orbitals, remove their spin-down electrons, and place them as spin-up electrons in the corresponding upper orbitals. The spin-up channel gains $k$ electrons at energy $g$, the spin-down channel loses $k$ at energy $0$, and the imbalance becomes $2k$. Hence
$$\Delta E=gk-Ik^2$$
exactly, so the general lower bound is attained.

```lean
/-- For flat levels, moving the spin-down electrons of the lower orbitals `K` to spin-up upper
orbitals changes the energy by exactly `g k - I k²`, where `k` is the number of orbitals in `K`. -/
theorem flat_flip_energy (n : ℕ) (g I : ℝ) (K : Finset (Fin n)) :
    stonerEnergy (flatLevels n g) I (Finset.univ.disjSum K) (Kᶜ.disjSum ∅)
      - stonerEnergy (flatLevels n g) I (lowerShell n) (lowerShell n)
      = g * K.card - I * (K.card : ℝ) ^ 2 := by
  have hc : ((Kᶜ).card : ℝ) = n - K.card := by
    have h := Finset.card_add_card_compl K
    rw [Fintype.card_fin] at h
    have h' : (K.card : ℝ) + (Kᶜ).card = n := by exact_mod_cast h
    linarith
  simp only [stonerEnergy, lowerShell, flatLevels, Finset.sum_disjSum, Finset.card_disjSum,
    Sum.elim_inl, Sum.elim_inr, Finset.sum_const_zero, Finset.sum_const,
    Finset.card_empty, Finset.card_univ, Fintype.card_fin, nsmul_eq_mul, Nat.cast_add,
    Nat.cast_zero, hc]
  ring
```

In the code, `Finset.univ.disjSum K` is the spin-up occupation, with the whole lower level and the set $K$ of the upper one, while `Kᶜ.disjSum ∅` is what remains of spin-down. `hc` counts the latter as $n-k$, `simp` evaluates the sums, and `ring` finishes.

Q: With $K$ equal to the whole level, that gives $n(g-nI)$.

A: Which is negative when $g<nI$. The fully polarised state has every orbital occupied by a spin-up electron and none by a spin-down electron, hence `Finset.univ` and `∅`.

```lean
/-- For flat levels with `g ≥ 0` and `g < n I`, the fully polarised state lies strictly below
the paramagnet. -/
theorem full_flip_lowers {n : ℕ} {g I : ℝ} (hg : 0 ≤ g) (h : g < n * I) :
    stonerEnergy (flatLevels n g) I Finset.univ ∅ <
      stonerEnergy (flatLevels n g) I (lowerShell n) (lowerShell n) := by
  have hn : (0 : ℝ) < n := by
    rcases Nat.eq_zero_or_pos n with h0 | h0
    · rw [h0, Nat.cast_zero, zero_mul] at h
      linarith
    · exact_mod_cast h0
  have e := flat_flip_energy n g I Finset.univ
  have hU : (Finset.univ : Finset (Fin n)).disjSum (Finset.univ : Finset (Fin n))
      = Finset.univ := by
    ext x
    cases x <;> simp
  have hD : ((Finset.univ : Finset (Fin n))ᶜ).disjSum (∅ : Finset (Fin n)) = ∅ := by
    ext x
    cases x <;> simp
  rw [hU, hD, Finset.card_univ, Fintype.card_fin] at e
  nlinarith [mul_pos hn (sub_pos.2 h)]
```

Here `hn` derives $n>0$ from the hypotheses, `e` is the exact flip energy for all $n$ orbitals, and the final step uses $n(nI-g)>0$.

Q: Is $nI\le g$ then the true threshold, or merely a sufficient condition?

A: For flat levels it is the threshold. If $nI\le g$, the general stability theorem applies; if not, the fully polarised state is a lower competitor with the same $2n$ electrons. The two directions of the proof are these two arguments. For a spectrum with some width, promotion can cost more than $gk$, and the paramagnet may then survive a larger $I$.

```lean
/-- For flat levels with `g ≥ 0`, the paramagnet has the lowest energy at fixed electron number
exactly when `n I ≤ g`. -/
theorem flat_stable_iff {n : ℕ} {g I : ℝ} (hg : 0 ≤ g) :
    (∀ U D : Finset (Fin n ⊕ Fin n), U.card + D.card = 2 * n →
      stonerEnergy (flatLevels n g) I (lowerShell n) (lowerShell n) ≤
        stonerEnergy (flatLevels n g) I U D) ↔ n * I ≤ g := by
  have hcard : (lowerShell n).card = n := by simp [lowerShell]
  constructor
  · intro h
    by_contra hlt
    have hN : (Finset.univ : Finset (Fin n ⊕ Fin n)).card
        + (∅ : Finset (Fin n ⊕ Fin n)).card = 2 * n := by
      rw [Finset.card_univ, Fintype.card_sum, Fintype.card_fin, Finset.card_empty]
      omega
    exact not_le_of_gt (full_flip_lowers hg (not_le.mp hlt)) (h _ _ hN)
  · intro hI U D hN
    exact paramagnet_stable (flat_hasGap n g) hg (by rw [hcard]; exact hI) U D
      (by rw [hcard]; exact hN)
```

Q: Where does your opening statement appear?

A: The part for $nI\le g$ is `paramagnet_stable`, proved above. The part for $g/n<I<g$ is the last theorem, which joins the single-flip result to the full flip. Its hypotheses are $g>0$, $g<nI$ and $I<g$. They already force $n\ge2$, since $I$ must be positive and $n>g/I>1$.

```lean
/-- Stoner metastability: for two flat `n`-fold levels with `g > 0`, `g < n I` and `I < g`, every
state with one net flip from down to up lies above the paramagnet, yet flipping all `n` down spins
lowers the energy. -/
theorem stoner_metastability {n : ℕ} {g I : ℝ} (hg : 0 < g) (hlow : g < n * I) (hhigh : I < g) :
    (∀ U D : Finset (Fin n ⊕ Fin n), U.card = n + 1 → D.card + 1 = n →
      stonerEnergy (flatLevels n g) I (lowerShell n) (lowerShell n) <
        stonerEnergy (flatLevels n g) I U D) ∧
    stonerEnergy (flatLevels n g) I Finset.univ ∅ <
      stonerEnergy (flatLevels n g) I (lowerShell n) (lowerShell n) := by
  have hcard : (lowerShell n).card = n := by simp [lowerShell]
  refine ⟨fun U D hU hD => ?_, full_flip_lowers hg.le hlow⟩
  exact single_flip_raises (flat_hasGap n g) hg.le hhigh
    (by rw [hcard]; exact hU) (by rw [hcard]; exact hD)

end

end StonerMetastability
```

```lean
#print axioms StonerMetastability.flat_stable_iff
-- 'StonerMetastability.flat_stable_iff' depends on axioms: [propext, Classical.choice, Quot.sound]
#print axioms StonerMetastability.stoner_metastability
-- 'StonerMetastability.stoner_metastability' depends on axioms: [propext, Classical.choice, Quot.sound]
```

Q: "Metastable" makes me think of a barrier and a lifetime.

A: Here it means only that states with one net flip lie higher while a distant state lies lower. There is no dynamics and no temperature. The levels also stay fixed as the spins flip, the occupations are integers, and the spins are collinear.

Q: Where would I meet this in an actual calculation?

A: In a fixed-spin-moment scan, where you prescribe $N_\uparrow-N_\downarrow=2k$, fill each channel accordingly and record the total energy. Take the flat model with $n=3$, $g=1$ eV and $I=0.5$ eV, so that $g/n<I<g$:

| Flips $k$ | $N_\uparrow-N_\downarrow$ | $\Delta E$ (eV) |
|---|---|---|
| 0 | 0 | 0 |
| 1 | 2 | +0.5 |
| 2 | 4 | 0 |
| 3 | 6 | −1.5 |

A scan that stops at imbalance 2 finds the paramagnet lowest; the full scan finds the polarised state 1.5 eV below it. In a self-consistent density-functional calculation the levels would also respond to the moment, so the numbers would not follow this parabola exactly. For electronic-structure practice, the result shows, within this fixed-level, one-parameter model, that stability against one flip does not settle which spin state is the ground state.
